# The limit 1/6 of (1/sin x − 1/x)/x as x tends to zero from above

The lemma states that (1/sin x − 1/x)/x tends to 1/6 as the real number x tends to zero from above. The file's comment calls this limit a finite-size coefficient, but the statement itself is pure real analysis and contains no Hamiltonian, state or system size. The attempt first shows that (x − sin x)/x³ tends to 1/6, by bounding its distance from 1/6 by x when 0 < x < 1. It then divides by sin x / x, which tends to 1, and identifies the quotient with the original expression.

In Lean, a first try:

```lean
import Mathlib

open Real Filter Topology

namespace TendstoInvSinSubInv

noncomputable section

/-- The finite-size coefficient: `(1/sin x - 1/x)/x` tends to `1/6` as `x` tends to zero
from above. -/
theorem tendsto_inv_sin_sub_inv :
    Tendsto (fun x : ℝ => (1 / Real.sin x - 1 / x) / x) (𝓝[>] 0) (𝓝 (1 / 6)) := by
  have hid : Tendsto (fun x : ℝ => x) (𝓝[>] 0) (𝓝 0) :=
    tendsto_id.mono_left nhdsWithin_le_nhds
  -- the cubic Taylor term of the sine
  have h : Tendsto (fun x : ℝ => (x - Real.sin x) / x ^ 3) (𝓝[>] 0) (𝓝 (1 / 6)) := by
    rw [← tendsto_sub_nhds_zero_iff]
    refine squeeze_zero_norm' ?_ hid
    filter_upwards [Ioo_mem_nhdsGT (zero_lt_one' ℝ)] with x hx
    have hx0 : x ≠ 0 := hx.1.ne'
    have hb := Real.sin_bound (x := x) (by rw [abs_of_pos hx.1]; exact hx.2.le)
    rw [abs_of_pos hx.1] at hb
    have e : (x - Real.sin x) / x ^ 3 - 1 / 6
        = -(Real.sin x - (x - x ^ 3 / 6)) / x ^ 3 := by
      field_simp
      ring
    rw [Real.norm_eq_abs, e, abs_div, abs_neg, abs_of_pos (pow_pos hx.1 3),
      div_le_iff₀ (pow_pos hx.1 3)]
    nlinarith [pow_pos hx.1 4]
  have hd : Tendsto (fun x : ℝ => 1 - x ^ 2 * ((x - Real.sin x) / x ^ 3))
      (𝓝[>] 0) (𝓝 1) := by
    simpa using (tendsto_const_nhds (x := (1 : ℝ))).sub ((hid.pow 2).mul h)
  have hq := h.div hd one_ne_zero
  rw [div_one] at hq
  refine hq.congr' ?_
  filter_upwards [Ioo_mem_nhdsGT (zero_lt_one' ℝ)] with x hx
  have hx0 : x ≠ 0 := hx.1.ne'
  have hs : Real.sin x ≠ 0 := (Real.sin_pos_of_pos_of_lt_pi hx.1
    (by linarith [hx.2, Real.pi_gt_three])).ne'
  have e : 1 - x ^ 2 * ((x - Real.sin x) / x ^ 3) = Real.sin x / x := by
    field_simp
    ring
  simp only [Pi.div_apply, e]
  field_simp

end

end TendstoInvSinSubInv
```

Compiling this gives:

```
Main.lean:29:4: error: linarith failed to find a contradiction
hid : Tendsto (fun x => x) (𝓝[>] 0) (𝓝 0)
x : ℝ
hx : x ∈ Set.Ioo 0 1
hx0 : x ≠ 0
hb : |sin x - (x - x ^ 3 / 6)| ≤ x ^ 5 / 100
e : (x - sin x) / x ^ 3 - 1 / 6 = -(sin x - (x - x ^ 3 / 6)) / x ^ 3
a✝ : x * x ^ 3 < |sin x - (x - x ^ 3 / 6)|
⊢ False
failed
```

The mended proof, as a diff:

```diff
@@ -27,5 +27,5 @@
     rw [Real.norm_eq_abs, e, abs_div, abs_neg, abs_of_pos (pow_pos hx.1 3),
       div_le_iff₀ (pow_pos hx.1 3)]
-    nlinarith [pow_pos hx.1 4]
+    nlinarith [pow_pos hx.1 4, mul_pos (pow_pos hx.1 4) (sub_pos.2 hx.2)]
   have hd : Tendsto (fun x : ℝ => 1 - x ^ 2 * ((x - Real.sin x) / x ^ 3))
       (𝓝[>] 0) (𝓝 1) := by
```

What went wrong. The message says that `nlinarith` could not close the error estimate for the cubic Taylor term. The hypothesis `hb` bounds the absolute value by x⁵/100, and the goal asks for the bound x · x³, that is x⁴. What is missing is x⁵/100 ≤ x⁴. This holds for 0 < x < 1 but fails for x > 100, so the positivity of x⁴, the only hint given, cannot suffice.

The needed bound x < 1 is in the context only inside `hx : x ∈ Set.Ioo 0 1`, a set membership, which `nlinarith` does not take apart into inequalities.

The repair extracts it as `hx.2`, turns it into 0 < 1 − x with `sub_pos.2`, and multiplies by x⁴ > 0 with `mul_pos`. The new hint says 0 < x⁴(1 − x), or x⁵ < x⁴. Together with x⁴ > 0 this gives x⁵/100 < x⁴, and the contradiction with `hb` and the negated goal is then linear in the powers of x and the absolute value.
